# A product of nonzero matrix elements is independent of the state phases exactly when its indices balance

When a complex Hermitian Hamiltonian matrix is diagonalised numerically, each eigenvector comes out with an arbitrary phase. Before matrix elements of a fixed operator between these vectors are multiplied together in an optical response formula, one can check whether the product depends on those phases. If no element in the product vanishes, counting indices is enough: the product is phase-independent if and only if every state occurs equally often as first and as second index. If the count fails, averaging over independent uniform phases gives zero.

## States, transitions and phases

The states are vectors ψ_s in a complex inner product space H, labelled by a finite set S. The factors of the product are labelled by a finite set ι, whose elements j are called transitions here.

In Lean 4 with Mathlib:

```lean
import Mathlib

open MeasureTheory
open scoped Real

namespace OpticalGauge

noncomputable section

variable {S ι H : Type*} [Fintype S] [DecidableEq S] [Fintype ι]
  [NormedAddCommGroup H] [InnerProductSpace ℂ H]
```

A gauge change assigns a real phase t_s to each state:

ψ_s → exp(i t_s) ψ_s.

Only separate phases are considered, so unitary mixing within a degenerate level is excluded.

```lean
/-- The states after a gauge change: state `s` is multiplied by `exp (i t_s)`. -/
def rephase (t : S → ℝ) (ψ : S → H) : S → H :=
  fun s => Complex.exp (Complex.I * (t s : ℂ)) • ψ s
```

For a linear operator R on H, such as a dipole component in a finite basis, the matrix element is

r_ab = ⟨ψ_a, R ψ_b⟩.

The inner product is conjugate-linear in its first argument. R need not be Hermitian, and the ψ_s need be neither orthonormal nor eigenstates. R itself is unaffected by the phases. A derivative with respect to crystal momentum, which would also act on momentum-dependent phases, is therefore not an operator of this kind.

```lean
/-- The matrix element `r_ab = ⟨ψ_a, R ψ_b⟩` of an operator `R`. -/
def matEl (R : H →ₗ[ℂ] H) (ψ : S → H) (a b : S) : ℂ := inner ℂ (ψ a) (R (ψ b))
```

Two functions `a` and `b` from ι to S list the first and second indices. The product is

P = ∏_j r_(a_j b_j).

```lean
/-- The product of the matrix elements `r_(a_j b_j)` over all transitions `j`. -/
def elProd (R : H →ₗ[ℂ] H) (ψ : S → H) (a b : ι → S) : ℂ :=
  ∏ j, matEl R ψ (a j) (b j)
```

The number of occurrences of s in an index list c is the number of j with c_j = s.

```lean
/-- The number of times the state `s` occurs in the list of indices `c`. -/
def occ (c : ι → S) (s : S) : ℕ := (Finset.univ.filter fun j => c j = s).card
```

The indices are balanced if this number is the same in both lists, for every state.

```lean
/-- Every state occurs equally often as first and as second index. -/
def Balanced (a b : ι → S) : Prop := ∀ s, occ a s = occ b s
```

The imbalance of a state is the integer

w_s = (occurrences of s in b) − (occurrences of s in a),

which may be negative and is called `excess a b s` in the code.

```lean
/-- Occurrences of `s` as second index minus occurrences as first index. -/
def excess (a b : ι → S) (s : S) : ℤ := (occ b s : ℤ) - (occ a s : ℤ)
```

The average of a function F of the phases is its integral over [0, 2π] in each t_s, divided by (2π)^|S|, where |S| is the number of states.

```lean
/-- The average of `F` over independent state phases, each uniform in `[0, 2π]`. -/
def gaugeAverage (F : (S → ℝ) → ℂ) : ℂ :=
  (∫ t, F t ∂(Measure.pi fun _ : S => volume.restrict (Set.Icc (0 : ℝ) (2 * π)))) /
    (2 * (π : ℂ)) ^ Fintype.card S
```

## The phase of one element and of a product

The bra contributes the conjugate phase and the ket the phase itself:

⟨exp(i t_a) ψ_a, R exp(i t_b) ψ_b⟩ = exp(−i t_a) exp(i t_b) r_ab = exp(i(t_b − t_a)) r_ab.

In the proof, `h` splits the exponential, and `inner_smul_left` and `inner_smul_right` take the two phases out of the inner product.

```lean
omit [Fintype S] [DecidableEq S] in
/-- Under state phases `t` the matrix element `r_ab` acquires the factor
`exp (i (t_b - t_a))`. -/
theorem matEl_rephase (R : H →ₗ[ℂ] H) (ψ : S → H) (t : S → ℝ) (a b : S) :
    matEl R (rephase t ψ) a b =
      Complex.exp (Complex.I * ((t b - t a : ℝ) : ℂ)) * matEl R ψ a b := by
  have h : Complex.exp (Complex.I * ((t b - t a : ℝ) : ℂ)) =
      Complex.exp (-Complex.I * (t a : ℂ)) * Complex.exp (Complex.I * (t b : ℂ)) := by
    rw [← Complex.exp_add]
    congr 1
    push_cast
    ring
  rw [h]
  -- the bra contributes the conjugate phase, the ket the phase itself
  simp only [matEl, rephase, map_smul, inner_smul_left, inner_smul_right,
    ← Complex.exp_conj, map_mul, Complex.conj_I, Complex.conj_ofReal]
  ring
```

Multiplying over the transitions adds the exponents:

P → exp(i Σ_j (t_(b_j) − t_(a_j))) P.

`Complex.exp_sum` turns the exponential of the sum into a product, and the previous result is then applied factor by factor.

```lean
omit [Fintype S] [DecidableEq S] in
/-- A product of matrix elements acquires the factor `exp (i ∑ (t_(b_j) - t_(a_j)))`. -/
theorem elProd_rephase (R : H →ₗ[ℂ] H) (ψ : S → H) (t : S → ℝ) (a b : ι → S) :
    elProd R (rephase t ψ) a b =
      Complex.exp (Complex.I * ((∑ j, (t (b j) - t (a j)) : ℝ) : ℂ)) * elProd R ψ a b := by
  unfold elProd
  rw [Complex.ofReal_sum, Finset.mul_sum, Complex.exp_sum, ← Finset.prod_mul_distrib]
  exact Finset.prod_congr rfl fun j _ => matEl_rephase R ψ t (a j) (b j)
```

In Σ_j t_(c_j), the phase t_s appears once for each occurrence of s in c. Collecting terms by state in both lists and subtracting gives

Σ_j (t_(b_j) − t_(a_j)) = Σ_s w_s t_s.

The auxiliary statement `key` does the collecting for one list, with `Finset.sum_fiberwise` grouping the transitions by their state.

```lean
/-- The total phase, collected state by state: each `t_s` enters with the integer
excess of `s` as second index over `s` as first index. -/
theorem phase_regroup (t : S → ℝ) (a b : ι → S) :
    ∑ j, (t (b j) - t (a j)) = ∑ s, (excess a b s : ℝ) * t s := by
  have key : ∀ c : ι → S, ∑ j, t (c j) = ∑ s, (occ c s : ℝ) * t s := by
    intro c
    refine (Finset.sum_fiberwise Finset.univ c _).symm.trans
      (Finset.sum_congr rfl fun s _ => ?_)
    have h : ∀ j ∈ Finset.univ.filter (fun j => c j = s), t (c j) = t s :=
      fun j hj => by rw [(Finset.mem_filter.mp hj).2]
    rw [Finset.sum_congr rfl h, Finset.sum_const, nsmul_eq_mul, occ]
  rw [Finset.sum_sub_distrib, key b, key a, ← Finset.sum_sub_distrib]
  refine Finset.sum_congr rfl fun s _ => ?_
  simp only [excess]
  push_cast
  ring
```

## Balanced indices form closed loops

If the indices are balanced, then for each s there are as many transitions with second index s as with first index s, so the two sets can be matched one to one. Together these matchings form a permutation σ of the transitions with

b_j = a_σ(j).

The second index of j is thus the first index of σ(j), and following σ until it returns to j traces a closed loop. Conversely, such a σ maps the transitions with b_j = s one to one onto those with first index s, so the counts agree. In the code, `e` is the matching for each state, and the `sigmaFiberEquiv` terms assemble the matchings into σ.

```lean
omit [Fintype S] in
/-- The indices are balanced exactly when the second indices are a permutation of the
first ones, so that the transitions can be joined into closed loops. -/
theorem balanced_iff_loops (a b : ι → S) :
    Balanced a b ↔ ∃ σ : Equiv.Perm ι, ∀ j, b j = a (σ j) := by
  constructor
  · intro h
    -- match the transitions ending in `s` with those starting in `s`
    have e : ∀ s, {j // b j = s} ≃ {j // a j = s} := fun s =>
      Fintype.equivOfCardEq (by
        rw [Fintype.card_subtype, Fintype.card_subtype]
        exact (h s).symm)
    exact ⟨(Equiv.sigmaFiberEquiv b).symm.trans
      ((Equiv.sigmaCongrRight e).trans (Equiv.sigmaFiberEquiv a)),
      fun j => (e (b j) ⟨j, rfl⟩).2.symm⟩
  · rintro ⟨σ, hσ⟩ s
    exact (Finset.card_equiv σ fun j => by simp [hσ j]).symm
```

## Averaging over the phases

For an integer n ≠ 0,

∫₀^(2π) exp(i n x) dx = (exp(2π i n) − 1)/(i n) = 0,

while for n = 0 the integrand is 1 and the integral is 2π. The proof treats the same two cases, with `h2` supplying exp(2π i n) = 1.

```lean
/-- The integral of `exp (i n x)` over `[0, 2π]` is `2π` for `n = 0` and zero for
every other integer `n`. -/
theorem integral_phase (n : ℤ) :
    ∫ x in Set.Icc (0 : ℝ) (2 * π), Complex.exp (Complex.I * (((n : ℝ) * x : ℝ) : ℂ)) =
      2 * (π : ℂ) * (if n = 0 then 1 else 0) := by
  rw [integral_Icc_eq_integral_Ioc, ← intervalIntegral.integral_of_le (by positivity)]
  by_cases hn : n = 0
  · simp [hn]
  · have hc : Complex.I * (n : ℂ) ≠ 0 :=
      mul_ne_zero Complex.I_ne_zero (Int.cast_ne_zero.mpr hn)
    have h1 : ∀ x : ℝ, Complex.I * (((n : ℝ) * x : ℝ) : ℂ) = Complex.I * (n : ℂ) * (x : ℂ) := by
      intro x
      push_cast
      ring
    have h2 : Complex.exp (Complex.I * (n : ℂ) * ((2 * π : ℝ) : ℂ)) = 1 := by
      rw [← Complex.exp_int_mul_two_pi_mul_I n]
      congr 1
      push_cast
      ring
    simp only [h1]
    rw [integral_exp_mul_complex hc, h2]
    simp [hn]
```

Since exp(i Σ_s w_s t_s) = ∏_s exp(i w_s t_s), and the phases are independent, the integral factorises:

average of P = (2π)^(−|S|) ∏_s [∫₀^(2π) exp(i w_s x) dx] · P = ∏_s [1 if w_s = 0, else 0] · P.

The average is therefore P itself for balanced indices and zero otherwise, whether or not any element vanishes. `hF` rewrites the integrand as a product over states, and `integral_fintype_prod_eq_prod` performs the factorisation.

```lean
/-- The phase average of a product of matrix elements is the product itself if every
state has zero excess, and zero if some state has not. -/
theorem gaugeAverage_elProd (R : H →ₗ[ℂ] H) (ψ : S → H) (a b : ι → S) :
    gaugeAverage (fun t => elProd R (rephase t ψ) a b) =
      (∏ s, if excess a b s = 0 then (1 : ℂ) else 0) * elProd R ψ a b := by
  have hF : ∀ t : S → ℝ, elProd R (rephase t ψ) a b =
      (∏ s, Complex.exp (Complex.I * (((excess a b s : ℝ) * t s : ℝ) : ℂ))) *
        elProd R ψ a b := by
    intro t
    rw [elProd_rephase, phase_regroup, Complex.ofReal_sum, Finset.mul_sum, Complex.exp_sum]
  -- independent phases: the integral factorises over the states
  have h : ∫ t : S → ℝ, (∏ s, Complex.exp (Complex.I * (((excess a b s : ℝ) * t s : ℝ) : ℂ)))
        ∂(Measure.pi fun _ : S => volume.restrict (Set.Icc (0 : ℝ) (2 * π))) =
      ∏ s, ∫ x in Set.Icc (0 : ℝ) (2 * π),
        Complex.exp (Complex.I * (((excess a b s : ℝ) * x : ℝ) : ℂ)) :=
    integral_fintype_prod_eq_prod
      (f := fun (s : S) (x : ℝ) =>
        Complex.exp (Complex.I * (((excess a b s : ℝ) * x : ℝ) : ℂ)))
  have hpi : (2 * (π : ℂ)) ^ Fintype.card S ≠ 0 :=
    pow_ne_zero _ (by simp [Real.pi_ne_zero])
  unfold gaugeAverage
  simp only [hF]
  rw [integral_mul_const, h, Finset.prod_congr rfl fun s _ => integral_phase (excess a b s),
    Finset.prod_mul_distrib, Finset.prod_const, Finset.card_univ, mul_assoc,
    mul_div_cancel_left₀ _ hpi]
```

## Invariance is equivalent to balance

Balance means that w_s = 0 for all s, which is `hbal`. The total phase is then zero and P is unchanged.

For the other direction, suppose that P is invariant but w_s ≠ 0 for some s. Set t_s = π/w_s and all other phases to zero. The total phase is π, so invariance requires

exp(iπ) P = −P = P,

hence P = 0. This contradicts the hypothesis `hr` that every element in the product is nonzero. The hypothesis is used only here: a product with a vanishing factor is zero in every gauge, whatever its indices. The argument also needs arbitrary phases, not just signs. If the vectors are kept real and only their signs are free, r_ab² with a ≠ b is unchanged although its indices do not balance.

In the code, `h1` is invariance at this choice of phases, `h2` evaluates the total phase, and `linear_combination` extracts P = 0. The last part of the theorem follows from the averaging formula, because a single state with w_s ≠ 0 contributes a factor of zero.

```lean
/-- A product of nonzero matrix elements is invariant under all state phases iff every
state occurs equally often as first and as second index; otherwise its average over
independent uniform phases is zero. -/
theorem gauge_invariant_iff_balanced (R : H →ₗ[ℂ] H) (ψ : S → H) (a b : ι → S)
    (hr : ∀ j, matEl R ψ (a j) (b j) ≠ 0) :
    ((∀ t : S → ℝ, elProd R (rephase t ψ) a b = elProd R ψ a b) ↔ Balanced a b) ∧
      (¬ Balanced a b → gaugeAverage (fun t => elProd R (rephase t ψ) a b) = 0) := by
  have hbal : Balanced a b ↔ ∀ s, excess a b s = 0 :=
    forall_congr' fun s => by
      unfold excess
      omega
  have hP : elProd R ψ a b ≠ 0 := Finset.prod_ne_zero_iff.mpr fun j _ => hr j
  refine ⟨⟨fun hinv => hbal.mpr fun s => ?_, fun h t => ?_⟩, fun h => ?_⟩
  · by_contra hs
    have hs' : (excess a b s : ℝ) ≠ 0 := Int.cast_ne_zero.mpr hs
    -- the phase `π / excess` on the state `s` alone flips the sign of the product
    have hphase : ∀ t : S → ℝ,
        Complex.exp (Complex.I * ((∑ u, (excess a b u : ℝ) * t u : ℝ) : ℂ)) *
          elProd R ψ a b = elProd R ψ a b := by
      intro t
      rw [← phase_regroup t a b, ← elProd_rephase]
      exact hinv t
    have h1 := hphase fun u => if u = s then π / (excess a b s : ℝ) else 0
    have h2 : ∑ u, (excess a b u : ℝ) * (if u = s then π / (excess a b s : ℝ) else 0) = π := by
      simp only [mul_ite, mul_zero, Finset.sum_ite_eq', Finset.mem_univ, if_true]
      exact mul_div_cancel₀ π hs'
    rw [h2, mul_comm Complex.I, Complex.exp_pi_mul_I] at h1
    apply hP
    linear_combination (-1 / 2 : ℂ) * h1
  · rw [elProd_rephase, phase_regroup]
    simp [hbal.mp h]
  · rw [hbal, not_forall] at h
    obtain ⟨s, hs⟩ := h
    rw [gaugeAverage_elProd, Finset.prod_eq_zero (Finset.mem_univ s) (if_neg hs), zero_mul]
```

## The three-state loop

Products r_ab r_bc r_ca occur in sum-over-states expressions for the second-order response of independent particles. Their phases cancel:

(t_b − t_a) + (t_c − t_b) + (t_a − t_c) = 0.

For a finite set of states with a fixed operator R, such a product can be evaluated with whatever phases the diagonalisation returns, provided that all three elements use the same stored vectors. The theorem uses one operator R throughout, but the phase factors do not depend on R, so they cancel in the same way when the three elements belong to different dipole components. The states a, b and c may coincide, and the elements may vanish. The proof applies the single-element rule three times and uses `h`, which says that the three phase factors multiply to 1.

```lean
omit [Fintype S] [DecidableEq S] in
/-- The three-state loop `r_ab r_bc r_ca` is unchanged by any choice of state phases. -/
theorem three_state_loop (R : H →ₗ[ℂ] H) (ψ : S → H) (t : S → ℝ) (a b c : S) :
    matEl R (rephase t ψ) a b * matEl R (rephase t ψ) b c * matEl R (rephase t ψ) c a =
      matEl R ψ a b * matEl R ψ b c * matEl R ψ c a := by
  have h : Complex.exp (Complex.I * ((t b - t a : ℝ) : ℂ)) *
      Complex.exp (Complex.I * ((t c - t b : ℝ) : ℂ)) *
      Complex.exp (Complex.I * ((t a - t c : ℝ) : ℂ)) = 1 := by
    rw [← Complex.exp_add, ← Complex.exp_add, ← Complex.exp_zero]
    congr 1
    push_cast
    ring
  rw [matEl_rephase, matEl_rephase, matEl_rephase]
  linear_combination (matEl R ψ a b * matEl R ψ b c * matEl R ψ c a) * h

end

end OpticalGauge
```

```lean
#print axioms OpticalGauge.balanced_iff_loops
-- 'OpticalGauge.balanced_iff_loops' depends on axioms: [propext, Classical.choice, Quot.sound]
#print axioms OpticalGauge.gauge_invariant_iff_balanced
-- 'OpticalGauge.gauge_invariant_iff_balanced' depends on axioms: [propext, Classical.choice, Quot.sound]
#print axioms OpticalGauge.three_state_loop
-- 'OpticalGauge.three_state_loop' depends on axioms: [propext, Classical.choice, Quot.sound]
```
